# Ewald split of the multipole kernels 1/r^(2l+1), with a Gaussian bound on the short-range Coulomb part

Let r > 0 be a distance, l = 0, 1, 2, … a multipole order, and η ≥ 0 a splitting parameter with the dimension of an inverse length. Γ is the Gamma function. In Ewald treatments of multipole potentials I meet the identity

1/r^(2l+1) = (2/Γ(l+1/2)) (∫_0^η + ∫_η^∞) t^(2l) exp(−r²t²) dt,

with the remark that for η > 0 the first integral stays smooth down to r = 0 and the second is short-ranged. For l = 0 and η > 0 the second integral is said to be at most exp(−r²η²)/(2r²η). Can the identity and this bound be derived with every step visible, and can the argument be checked by machine in Lean?

## Gaussian integrals behind the split

Yes. Write

g_n(t) = t^n exp(−r²t²),
M_n = ∫_η^∞ g_n(t) dt,
L_l = (2/Γ(l+1/2)) ∫_0^η g_2l(t) dt,
S_l = (2/Γ(l+1/2)) M_2l.

L_l is the long-range part and S_l the short-range part. The variable t is an inverse width: each t contributes a Gaussian in r of width proportional to 1/t.

**The split.** Substitute u = r²t², so that t = √u/r and dt = du/(2r√u):

∫_0^∞ t^(2l) exp(−r²t²) dt
= (1/(2r^(2l+1))) ∫_0^∞ u^(l−1/2) exp(−u) du
= Γ(l+1/2)/(2r^(2l+1)).

Multiplying by 2/Γ(l+1/2) gives 1/r^(2l+1). Cutting the integration range at η then gives 1/r^(2l+1) = L_l + S_l.

**Recursion in l.** The product rule gives

d/dt [t^(n+1) exp(−r²t²)] = (n+1) g_n(t) − 2r² g_(n+2)(t).

Integrate from η to ∞. The boundary term at infinity vanishes, so

−g_(n+1)(η) = (n+1) M_n − 2r² M_(n+2),
M_(n+2) = g_(n+1)(η)/(2r²) + ((n+1)/(2r²)) M_n.

Set n = 2l, multiply by 2/Γ(l+3/2), and use Γ(l+3/2) = (l+1/2) Γ(l+1/2) together with 2l+1 = 2(l+1/2):

S_(l+1) = S_l/r² + η^(2l+1) exp(−r²η²)/(r² Γ(l+3/2)).

**The short-range bound.** Let η > 0. Since the derivative of exp(−r²t²) is −2r² t exp(−r²t²),

M_1 = exp(−r²η²)/(2r²).

For t > η the factor t/η is at least 1, hence

M_0 ≤ M_1/η = exp(−r²η²)/(2r²η).

With Γ(1/2) = √π, the Coulomb kernel satisfies

0 ≤ 1/r − L_0 = S_0 ≤ exp(−r²η²)/(√π r²η).

**The long-range bound.** The Gaussian never exceeds 1, so

L_l ≤ (2/Γ(l+1/2)) ∫_0^η t^(2l) dt = (2/Γ(l+1/2)) η^(2l+1)/(2l+1).

The right-hand side does not contain r, and the estimate holds at r = 0 as well.

## What the Lean statements say

`gaussWeight n r t` is g_n(t), and `longRange l η r` and `shortRange l η r` are L_l and S_l. The order `l` is a natural number; the other arguments are real. The notation `∫ t in (0 : ℝ)..η` is the integral from 0 to η, and `Ioi η` is the open half-line above η.

`ewald_split` assumes `0 < r` and `0 ≤ η` and states the identity for every `l`. At η = 0 the long-range part is zero and the short-range part is the whole kernel. The recursion `shortRange_succ` has the same two hypotheses. `short_integral_le` and `coulomb_sub_longRange` assume `0 < r` and the stricter `0 < η`, because η stands in a denominator. `longRange_le` needs only `0 ≤ η` and accepts every real `r`.

Lean assigns the value 0 to the integral of a non-integrable function, so `integrableOn_gaussWeight` establishes separately that the tail integrals converge.

These are statements about scalar functions of one distance. The angular factors, the smoothness of the long-range part in r, its Fourier transform and the convergence of lattice sums are not treated, and the exponential bound is for l = 0 only.

```lean
import Mathlib

open MeasureTheory Set

namespace EwaldMultipoleSplit

noncomputable section

/-- The Gaussian weight `t^n exp(-r² t²)` at distance `r` and inverse width `t`. -/
def gaussWeight (n : ℕ) (r t : ℝ) : ℝ := t ^ n * Real.exp (-(r ^ 2 * t ^ 2))

/-- The long-range part of the multipole kernel: inverse widths from `0` to `η`. -/
def longRange (l : ℕ) (η r : ℝ) : ℝ :=
  2 / Real.Gamma ((l : ℝ) + 1 / 2) * ∫ t in (0 : ℝ)..η, gaussWeight (2 * l) r t

/-- The short-range part of the multipole kernel: inverse widths above `η`. -/
def shortRange (l : ℕ) (η r : ℝ) : ℝ :=
  2 / Real.Gamma ((l : ℝ) + 1 / 2) * ∫ t in Ioi η, gaussWeight (2 * l) r t

/-- For `r > 0` and `η ≥ 0` the Gaussian weight is integrable over all inverse widths above `η`. -/
theorem integrableOn_gaussWeight {r η : ℝ} (hr : 0 < r) (hη : 0 ≤ η) (n : ℕ) :
    IntegrableOn (gaussWeight n r) (Ioi η) := by
  have hn : (-1 : ℝ) < (n : ℝ) := by
    have : (0 : ℝ) ≤ n := n.cast_nonneg
    linarith
  have h := integrableOn_rpow_mul_exp_neg_mul_sq (b := r ^ 2) (by positivity) hn
  have h0 : IntegrableOn (gaussWeight n r) (Ioi 0) := by
    refine h.congr_fun (fun t _ => ?_) measurableSet_Ioi
    simp only [gaussWeight, Real.rpow_natCast, neg_mul]
  exact h0.mono_set (Ioi_subset_Ioi hη)

/-- The integral of the even Gaussian weight over all inverse widths. -/
theorem integral_gaussWeight {r : ℝ} (hr : 0 < r) (l : ℕ) :
    ∫ t in Ioi (0 : ℝ), gaussWeight (2 * l) r t =
      Real.Gamma ((l : ℝ) + 1 / 2) / (2 * r ^ (2 * l + 1)) := by
  have hq : (-1 : ℝ) < ((2 * l : ℕ) : ℝ) := by
    have : (0 : ℝ) ≤ ((2 * l : ℕ) : ℝ) := Nat.cast_nonneg _
    linarith
  have h := integral_rpow_mul_exp_neg_mul_rpow (p := 2) (b := r ^ 2) two_pos hq (by positivity)
  have e1 : ∫ t in Ioi (0 : ℝ), gaussWeight (2 * l) r t =
      ∫ t in Ioi (0 : ℝ), t ^ ((2 * l : ℕ) : ℝ) * Real.exp (-r ^ 2 * t ^ (2 : ℝ)) := by
    refine setIntegral_congr_fun measurableSet_Ioi (fun t _ => ?_)
    simp only [gaussWeight, Real.rpow_natCast, Real.rpow_two, neg_mul]
  have e2 : (((2 * l : ℕ) : ℝ) + 1) / 2 = (l : ℝ) + 1 / 2 := by
    push_cast
    ring
  have e3 : (r ^ 2) ^ (-(((2 * l : ℕ) : ℝ) + 1) / 2) = (r ^ (2 * l + 1))⁻¹ := by
    rw [← Real.rpow_natCast r 2, ← Real.rpow_mul hr.le, ← Real.rpow_natCast r (2 * l + 1),
      ← Real.rpow_neg hr.le]
    congr 1
    push_cast
    ring
  refine e1.trans (h.trans ?_)
  rw [e2, e3]
  generalize r ^ (2 * l + 1) = y
  ring

/-- Ewald split of the multipole kernel: `1 / r^(2l+1)` is the sum of its long-range and
short-range parts, for every splitting parameter `η ≥ 0`. -/
theorem ewald_split {r η : ℝ} (hr : 0 < r) (hη : 0 ≤ η) (l : ℕ) :
    1 / r ^ (2 * l + 1) = longRange l η r + shortRange l η r := by
  have hG : Real.Gamma ((l : ℝ) + 1 / 2) ≠ 0 := (Real.Gamma_pos_of_pos (by positivity)).ne'
  have hdis : Disjoint (Ioc 0 η) (Ioi η) :=
    Set.disjoint_left.2 fun t h1 h2 => not_lt_of_ge h1.2 h2
  -- the half-line is cut at `η`
  have hcut : (∫ t in (0 : ℝ)..η, gaussWeight (2 * l) r t) +
      ∫ t in Ioi η, gaussWeight (2 * l) r t = ∫ t in Ioi (0 : ℝ), gaussWeight (2 * l) r t := by
    rw [intervalIntegral.integral_of_le hη, ← setIntegral_union hdis measurableSet_Ioi
      ((integrableOn_gaussWeight hr le_rfl _).mono_set Ioc_subset_Ioi_self)
      (integrableOn_gaussWeight hr hη _), Ioc_union_Ioi_eq_Ioi hη]
  unfold longRange shortRange
  rw [← mul_add, hcut, integral_gaussWeight hr]
  have hy : r ^ (2 * l + 1) ≠ 0 := by positivity
  generalize Real.Gamma ((l : ℝ) + 1 / 2) = G at hG ⊢
  generalize r ^ (2 * l + 1) = y at hy ⊢
  field_simp

/-- The derivative of the Gaussian with respect to the inverse width. -/
theorem hasDerivAt_gauss (r t : ℝ) :
    HasDerivAt (fun s : ℝ => Real.exp (-(r ^ 2 * s ^ 2)))
      (-(2 * r ^ 2) * gaussWeight 1 r t) t := by
  have h1 : HasDerivAt (fun s : ℝ => -(r ^ 2 * s ^ 2)) (-(r ^ 2 * (2 * t))) t :=
    (((hasDerivAt_pow 2 t).const_mul (r ^ 2)).fun_neg).congr_deriv (by norm_num)
  exact h1.exp.congr_deriv (by simp only [gaussWeight]; ring)

/-- Integration by parts relates the Gaussian moments of order `n + 2` and `n` above `η`. -/
theorem tail_by_parts {r η : ℝ} (hr : 0 < r) (hη : 0 ≤ η) (n : ℕ) :
    ∫ t in Ioi η, gaussWeight (n + 2) r t = gaussWeight (n + 1) r η / (2 * r ^ 2) +
      ((n : ℝ) + 1) / (2 * r ^ 2) * ∫ t in Ioi η, gaussWeight n r t := by
  have hI : ∀ m, Integrable (gaussWeight m r) (volume.restrict (Ioi η)) :=
    fun m => integrableOn_gaussWeight hr hη m
  have hd : ∀ t, HasDerivAt (gaussWeight (n + 1) r)
      (((n : ℝ) + 1) * gaussWeight n r t - 2 * r ^ 2 * gaussWeight (n + 2) r t) t := fun t =>
    ((hasDerivAt_pow (n + 1) t).fun_mul (hasDerivAt_gauss r t)).congr_deriv (by
      simp only [gaussWeight, Nat.add_sub_cancel]
      push_cast
      ring)
  have hint : IntegrableOn (fun t => ((n : ℝ) + 1) * gaussWeight n r t -
      2 * r ^ 2 * gaussWeight (n + 2) r t) (Ioi η) :=
    ((hI n).const_mul _).sub ((hI (n + 2)).const_mul _)
  -- the boundary term at infinity vanishes
  have lim := tendsto_zero_of_hasDerivAt_of_integrableOn_Ioi (fun t _ => hd t) hint (hI (n + 1))
  have key := integral_Ioi_of_hasDerivAt_of_tendsto' (fun t _ => hd t) hint lim
  rw [integral_sub ((hI n).const_mul _) ((hI (n + 2)).const_mul _), integral_const_mul,
    integral_const_mul] at key
  have hr2 : 2 * r ^ 2 ≠ 0 := by positivity
  rw [div_mul_eq_mul_div, ← add_div, eq_div_iff hr2]
  linarith

/-- Upward recursion in `l` for the short-range multipole kernels. -/
theorem shortRange_succ {r η : ℝ} (hr : 0 < r) (hη : 0 ≤ η) (l : ℕ) :
    shortRange (l + 1) η r = shortRange l η r / r ^ 2 +
      η ^ (2 * l + 1) * Real.exp (-(r ^ 2 * η ^ 2)) /
        (r ^ 2 * (((l : ℝ) + 1 / 2) * Real.Gamma ((l : ℝ) + 1 / 2))) := by
  have ha : (l : ℝ) + 1 / 2 ≠ 0 := by positivity
  have hG : Real.Gamma ((l : ℝ) + 1 / 2) ≠ 0 := (Real.Gamma_pos_of_pos (by positivity)).ne'
  have hstep : Real.Gamma (((l + 1 : ℕ) : ℝ) + 1 / 2) =
      ((l : ℝ) + 1 / 2) * Real.Gamma ((l : ℝ) + 1 / 2) := by
    rw [← Real.Gamma_add_one ha]
    congr 1
    push_cast
    ring
  have hc : ((2 * l : ℕ) : ℝ) + 1 = 2 * ((l : ℝ) + 1 / 2) := by
    push_cast
    ring
  have hr0 : r ≠ 0 := hr.ne'
  unfold shortRange
  rw [hstep, show 2 * (l + 1) = 2 * l + 2 by ring, tail_by_parts hr hη, hc]
  generalize (∫ t in Ioi η, gaussWeight (2 * l) r t) = I
  simp only [gaussWeight]
  generalize η ^ (2 * l + 1) * Real.exp (-(r ^ 2 * η ^ 2)) = w
  generalize Real.Gamma ((l : ℝ) + 1 / 2) = G at hG ⊢
  generalize (l : ℝ) + 1 / 2 = a at ha ⊢
  field_simp
  ring

/-- The short-range integral for `l = 0` is at most `exp(-r²η²) / (2r²η)`. -/
theorem short_integral_le {r η : ℝ} (hr : 0 < r) (hη : 0 < η) :
    ∫ t in Ioi η, Real.exp (-(r ^ 2 * t ^ 2)) ≤
      Real.exp (-(r ^ 2 * η ^ 2)) / (2 * r ^ 2 * η) := by
  have h1 : Integrable (gaussWeight 1 r) (volume.restrict (Ioi η)) :=
    integrableOn_gaussWeight hr hη.le 1
  have h0 : IntegrableOn (fun t : ℝ => Real.exp (-(r ^ 2 * t ^ 2))) (Ioi η) := by
    have h := integrableOn_gaussWeight hr hη.le 0
    have e : gaussWeight 0 r = fun t : ℝ => Real.exp (-(r ^ 2 * t ^ 2)) := by
      funext t
      simp [gaussWeight]
    rwa [e] at h
  -- the first moment is elementary
  have hint : IntegrableOn (fun t => -(2 * r ^ 2) * gaussWeight 1 r t) (Ioi η) :=
    h1.const_mul _
  have lim := tendsto_zero_of_hasDerivAt_of_integrableOn_Ioi
    (fun t _ => hasDerivAt_gauss r t) hint h0
  have key := integral_Ioi_of_hasDerivAt_of_tendsto' (fun t _ => hasDerivAt_gauss r t) hint lim
  rw [integral_const_mul] at key
  have hm : ∫ t in Ioi η, gaussWeight 1 r t =
      Real.exp (-(r ^ 2 * η ^ 2)) / (2 * r ^ 2) := by
    have hr2 : 2 * r ^ 2 ≠ 0 := by positivity
    rw [eq_div_iff hr2]
    linarith
  -- above `η` the factor `t / η` is at least one
  have hle : ∫ t in Ioi η, Real.exp (-(r ^ 2 * t ^ 2)) ≤
      ∫ t in Ioi η, η⁻¹ * gaussWeight 1 r t := by
    refine setIntegral_mono_on h0 (h1.const_mul _) measurableSet_Ioi (fun t ht => ?_)
    have ht' : η < t := ht
    have h2 : 1 ≤ η⁻¹ * t := by
      rw [← div_eq_inv_mul, le_div_iff₀ hη]
      linarith
    simp only [gaussWeight, pow_one]
    rw [← mul_assoc]
    exact le_mul_of_one_le_left (Real.exp_pos _).le h2
  rw [integral_const_mul, hm] at hle
  refine hle.trans (le_of_eq ?_)
  ring

/-- The Coulomb kernel `1 / r` exceeds its long-range part by a non-negative amount of at most
`exp(-r²η²) / (√π r²η)`. -/
theorem coulomb_sub_longRange {r η : ℝ} (hr : 0 < r) (hη : 0 < η) :
    0 ≤ 1 / r - longRange 0 η r ∧ 1 / r - longRange 0 η r ≤
      Real.exp (-(r ^ 2 * η ^ 2)) / (Real.sqrt Real.pi * r ^ 2 * η) := by
  have h := ewald_split hr hη.le 0
  rw [show r ^ (2 * 0 + 1) = r by norm_num] at h
  have hS : shortRange 0 η r =
      2 / Real.sqrt Real.pi * ∫ t in Ioi η, Real.exp (-(r ^ 2 * t ^ 2)) := by
    simp only [shortRange, gaussWeight, Nat.cast_zero, zero_add, mul_zero, pow_zero, one_mul,
      Real.Gamma_one_half_eq]
  have hd : 1 / r - longRange 0 η r = shortRange 0 η r := by linarith
  rw [hd, hS]
  refine ⟨mul_nonneg (by positivity) (integral_nonneg fun t => (Real.exp_pos _).le), ?_⟩
  refine (mul_le_mul_of_nonneg_left (short_integral_le hr hη) (by positivity)).trans
    (le_of_eq ?_)
  ring

/-- The long-range part is bounded by a constant independent of the distance `r`. -/
theorem longRange_le {η : ℝ} (hη : 0 ≤ η) (l : ℕ) (r : ℝ) :
    longRange l η r ≤
      2 / Real.Gamma ((l : ℝ) + 1 / 2) * (η ^ (2 * l + 1) / (2 * (l : ℝ) + 1)) := by
  have hG : 0 < Real.Gamma ((l : ℝ) + 1 / 2) := Real.Gamma_pos_of_pos (by positivity)
  have hc : Continuous (gaussWeight (2 * l) r) := by
    show Continuous (fun t : ℝ => t ^ (2 * l) * Real.exp (-(r ^ 2 * t ^ 2)))
    fun_prop
  have hle : ∫ t in (0 : ℝ)..η, gaussWeight (2 * l) r t ≤ ∫ t in (0 : ℝ)..η, t ^ (2 * l) := by
    refine intervalIntegral.integral_mono_on hη (hc.intervalIntegrable _ _)
      ((continuous_pow (2 * l)).intervalIntegrable _ _) (fun t ht => ?_)
    -- the Gaussian never exceeds one
    exact mul_le_of_le_one_right (pow_nonneg ht.1 _)
      (Real.exp_le_one_iff.2 (neg_nonpos.2 (by positivity)))
  rw [integral_pow, zero_pow (Nat.succ_ne_zero _), sub_zero] at hle
  push_cast at hle
  exact mul_le_mul_of_nonneg_left hle (by positivity)

end

end EwaldMultipoleSplit
```

```lean
#print axioms EwaldMultipoleSplit.ewald_split
#print axioms EwaldMultipoleSplit.shortRange_succ
#print axioms EwaldMultipoleSplit.coulomb_sub_longRange
#print axioms EwaldMultipoleSplit.longRange_le
```

```
'EwaldMultipoleSplit.ewald_split' depends on axioms: [propext, Classical.choice, Quot.sound]
'EwaldMultipoleSplit.shortRange_succ' depends on axioms: [propext, Classical.choice, Quot.sound]
'EwaldMultipoleSplit.coulomb_sub_longRange' depends on axioms: [propext, Classical.choice, Quot.sound]
'EwaldMultipoleSplit.longRange_le' depends on axioms: [propext, Classical.choice, Quot.sound]
```

## How the proof follows the calculation

`integral_gaussWeight` takes the Gamma integral from Mathlib with exponent p = 2 and b = r², which replaces the substitution u = r²t². Its auxiliary equation `e1` translates between real and natural exponents in the integrand, `e2` rewrites the argument of the Gamma function as l + 1/2, and `e3` is the step (r²)^(−(2l+1)/2) = 1/r^(2l+1).

In `ewald_split`, `hcut` joins the interval (0, η] to the half-line above η. The two sets are disjoint and the weight is integrable on each. The Gamma factor then cancels because it is positive.

`tail_by_parts` computes the derivative of g_(n+1) in `hd` and integrates it over the half-line. The vanishing boundary term, `lim`, comes from a general fact: if a function and its derivative are both integrable on a half-line, the function tends to zero at infinity. `shortRange_succ` inserts the Gamma recursion, called `hstep`, and finishes with algebra.

`short_integral_le` obtains the first moment `hm` in the same way from `hasDerivAt_gauss`, then compares integrands using 1 ≤ t/η. `coulomb_sub_longRange` combines this bound with the split at l = 0. `longRange_le` compares integrands on [0, η] and integrates the power t^(2l).

## Where the sign conditions matter

Take l = 0 and r = −1. The integrals depend only on r², so the two parts still add up to 1, while 1/r = −1. The split therefore fails for negative r. At r = 0 the integrand for l = 0 is the constant 1, and the short-range integral diverges.

For the short-range bound, take r = 1 and η = −1. The integral of exp(−t²) over (−1, ∞) is positive, but the proposed bound is −exp(−1)/2.

## The split in a mixed-product-basis calculation

In an all-electron code with a mixed product basis, the Coulomb matrix between functions in different muffin-tin spheres contains lattice sums of multipole potentials Y_lm(r̂)/r^(l+1), where Y_lm is a spherical harmonic and r̂ the direction of the separation. Each term can be written as

r^l Y_lm(r̂) · 1/r^(2l+1),

and the split applies to the second factor, one pair of centres at a time. The short-range part is summed over lattice vectors and the long-range part over reciprocal-lattice vectors, with η balancing the work between the two sums.

For l = 0 the short-range part is erfc(ηr)/r, where erfc is the complementary error function. A routine can start from this value and obtain higher l by the recursion in `shortRange_succ`. Both terms on its right-hand side are non-negative, so the upward step involves no cancellation.

For l = 0 the Coulomb bound helps to choose a real-space cutoff. Relative to 1/r, the short-range part is at most exp(−(ηr)²)/(√π ηr), which is below 2 × 10⁻¹² at ηr = 5. This estimates a single pair term with l = 0. Relative to 1/r^(2l+1) the short-range part grows with l, as the recursion shows after multiplication by r^(2l+3), so the cutoff has to be checked for the higher l too. The error of a truncated lattice sum also depends on how many terms are left out.

The long-range bound matters for the term at zero separation, which a reciprocal-space sum includes automatically. For l = 0 the radial factor L_0 equals 2η/√π there, so the term is Y_00 · 2η/√π, and it has to be subtracted when the lattice sum excludes the origin. For l > 0 the factor r^l makes the term vanish, since L_l stays bounded.
